# For $Jd\neq 0$, the upper bands of a square-lattice altermagnet model are spin-degenerate exactly where $\sin k_x\sin k_y=0$

A band plot of the non-interacting altermagnet model below shows the spin splitting of the upper bands only if its path leaves the lines where $k_x$ or $k_y$ is a multiple of $\pi$: the segments from $(0,0)$ to $(\pi,0)$ and on to $(\pi,\pi)$ show none, while the diagonal from $(0,0)$ to $(\pi,\pi)$ does. This holds when the exchange field $J$ and the anisotropic hopping $d$ are both nonzero.

```lean
import Mathlib

open Matrix

namespace SquareLatticeAltermagnet

noncomputable section

/-- Data of a two-sublattice altermagnet: the sublattice-independent energy `e`, the
intersublattice hopping `g`, the exchange field `J` and the anisotropic hopping `d`. -/
structure Model where
  e : ℝ → ℝ → ℝ
  g : ℝ → ℝ → ℝ
  J : ℝ
  d : ℝ

/-- The Pauli matrix `τx`, which exchanges the two sublattices. -/
def tauX : Matrix (Fin 2) (Fin 2) ℂ := !![0, 1; 1, 0]

/-- The Pauli matrix `τz`, which distinguishes the two sublattices. -/
def tauZ : Matrix (Fin 2) (Fin 2) ℂ := !![1, 0; 0, -1]

/-- The coefficient of `τz` for spin `s`: `s J - 4 d sin kx sin ky`. -/
def Model.mass (A : Model) (s kx ky : ℝ) : ℝ :=
  s * A.J - 4 * A.d * (Real.sin kx * Real.sin ky)

/-- The Bloch Hamiltonian of spin `s` at wave vector `(kx, ky)`. -/
def Model.hamiltonian (A : Model) (s kx ky : ℝ) : Matrix (Fin 2) (Fin 2) ℂ :=
  (A.e kx ky : ℂ) • (1 : Matrix (Fin 2) (Fin 2) ℂ) + (A.g kx ky : ℂ) • tauX
    + (A.mass s kx ky : ℂ) • tauZ

/-- The energies of spin `s` at `(kx, ky)`: real eigenvalues of the Bloch Hamiltonian. -/
def Model.energies (A : Model) (s kx ky : ℝ) : Set ℝ :=
  {E | ∃ v : Fin 2 → ℂ, v ≠ 0 ∧ A.hamiltonian s kx ky *ᵥ v = (E : ℂ) • v}

/-- The closed formula `e + √(g² + m²)`, with `m` the coefficient of `τz`. -/
def Model.upperBand (A : Model) (s kx ky : ℝ) : ℝ :=
  A.e kx ky + Real.sqrt (A.g kx ky ^ 2 + A.mass s kx ky ^ 2)

/-- A real number `E` is an energy exactly when `(E - e)² = g² + m²`. -/
theorem mem_energies_iff (A : Model) (s kx ky E : ℝ) :
    E ∈ A.energies s kx ky ↔
      (E - A.e kx ky) ^ 2 = A.g kx ky ^ 2 + A.mass s kx ky ^ 2 := by
  -- the characteristic determinant
  have hdet : (A.hamiltonian s kx ky - (E : ℂ) • (1 : Matrix (Fin 2) (Fin 2) ℂ)).det
      = (((E - A.e kx ky) ^ 2 - (A.g kx ky ^ 2 + A.mass s kx ky ^ 2) : ℝ) : ℂ) := by
    simp [Model.hamiltonian, tauX, tauZ, Matrix.det_fin_two]
    ring
  have hker := Matrix.exists_mulVec_eq_zero_iff
    (M := A.hamiltonian s kx ky - (E : ℂ) • (1 : Matrix (Fin 2) (Fin 2) ℂ))
  rw [hdet, Complex.ofReal_eq_zero, sub_eq_zero] at hker
  rw [← hker]
  simp only [Model.energies, Set.mem_ofPred_eq, Matrix.sub_mulVec, Matrix.smul_mulVec,
    Matrix.one_mulVec, sub_eq_zero]

/-- The closed formula gives the greatest energy of spin `s` at `(kx, ky)`. -/
theorem upperBand_isGreatest (A : Model) (s kx ky : ℝ) :
    IsGreatest (A.energies s kx ky) (A.upperBand s kx ky) := by
  constructor
  · rw [mem_energies_iff, Model.upperBand, add_sub_cancel_left,
      Real.sq_sqrt (by positivity)]
  · intro E hE
    rw [mem_energies_iff] at hE
    have h1 := Real.abs_le_sqrt hE.le
    have h2 := le_abs_self (E - A.e kx ky)
    unfold Model.upperBand
    linarith

/-- The upper bands of opposite spins agree at `(kx, ky)` exactly when
`J d sin kx sin ky` vanishes. -/
theorem upperBand_eq_iff (A : Model) (kx ky : ℝ) :
    A.upperBand 1 kx ky = A.upperBand (-1) kx ky ↔
      A.J * A.d * (Real.sin kx * Real.sin ky) = 0 := by
  unfold Model.upperBand
  rw [add_right_inj, Real.sqrt_inj (by positivity) (by positivity)]
  unfold Model.mass
  constructor
  · intro h
    linear_combination (-1 / 16) * h
  · intro h
    linear_combination (-16) * h

/-- The upper band of spin `1` lies below that of spin `-1` exactly where
`J d sin kx sin ky` is positive. -/
theorem upperBand_lt_iff (A : Model) (kx ky : ℝ) :
    A.upperBand 1 kx ky < A.upperBand (-1) kx ky ↔
      0 < A.J * A.d * (Real.sin kx * Real.sin ky) := by
  unfold Model.upperBand
  rw [add_lt_add_iff_left, Real.sqrt_lt_sqrt_iff (by positivity)]
  unfold Model.mass
  constructor <;> intro h <;> nlinarith

/-- For `J d ≠ 0`, the greatest energies of opposite spins coincide exactly when `sin kx sin ky =
0`, and the value of `(E - e)²` for spin `1` minus that for spin `-1` is `-16 J d sin kx sin ky`. -/
theorem altermagnetic_splitting (A : Model) (hJd : A.J * A.d ≠ 0) (kx ky : ℝ)
    {Eup Edown : ℝ} (hup : IsGreatest (A.energies 1 kx ky) Eup)
    (hdown : IsGreatest (A.energies (-1) kx ky) Edown) :
    (Eup = Edown ↔ Real.sin kx * Real.sin ky = 0) ∧
      (Eup - A.e kx ky) ^ 2 - (Edown - A.e kx ky) ^ 2
        = -16 * A.J * A.d * (Real.sin kx * Real.sin ky) := by
  constructor
  · -- the greatest eigenvalue is unique, so the closed formula applies
    rw [hup.unique (upperBand_isGreatest A 1 kx ky),
      hdown.unique (upperBand_isGreatest A (-1) kx ky), upperBand_eq_iff]
    exact ⟨fun h => (mul_eq_zero.mp h).resolve_left hJd, fun h => by rw [h, mul_zero]⟩
  · rw [(mem_energies_iff A 1 kx ky Eup).mp hup.1,
      (mem_energies_iff A (-1) kx ky Edown).mp hdown.1]
    unfold Model.mass
    ring

/-- For `J d ≠ 0`, the upper bands of opposite spins coincide exactly on the lines where
`kx` or `ky` is an integer multiple of `π`. -/
theorem nodal_lines (A : Model) (hJd : A.J * A.d ≠ 0) (kx ky : ℝ) :
    A.upperBand 1 kx ky = A.upperBand (-1) kx ky ↔
      (∃ n : ℤ, (n : ℝ) * Real.pi = kx) ∨ (∃ n : ℤ, (n : ℝ) * Real.pi = ky) := by
  rw [(altermagnetic_splitting A hJd kx ky (upperBand_isGreatest A 1 kx ky)
    (upperBand_isGreatest A (-1) kx ky)).1, mul_eq_zero, Real.sin_eq_zero_iff,
    Real.sin_eq_zero_iff]

/-- The upper bands of opposite spins coincide at every wave vector exactly when
`J d = 0`. -/
theorem degenerate_everywhere_iff (A : Model) :
    (∀ kx ky, A.upperBand 1 kx ky = A.upperBand (-1) kx ky) ↔ A.J * A.d = 0 := by
  constructor
  · intro h
    -- test at the wave vector (π/2, π/2)
    have h1 := (upperBand_eq_iff A _ _).mp (h (Real.pi / 2) (Real.pi / 2))
    simpa only [Real.sin_pi_div_two, mul_one] using h1
  · intro h kx ky
    rw [upperBand_eq_iff, h, zero_mul]

/-- If `e` and `g` take equal values at `(kx, ky)` and at its quarter turn `(-ky, kx)`, then the
quarter turn with spin reversal acts on the Hamiltonian as sublattice exchange and leaves the value
of the upper band unchanged. -/
theorem quarter_turn_spin_flip (A : Model) (s kx ky : ℝ)
    (he : A.e (-ky) kx = A.e kx ky) (hg : A.g (-ky) kx = A.g kx ky) :
    A.hamiltonian (-s) (-ky) kx = tauX * A.hamiltonian s kx ky * tauX ∧
      A.upperBand (-s) (-ky) kx = A.upperBand s kx ky := by
  -- the coefficient of τz changes sign
  have hm : A.mass (-s) (-ky) kx = -A.mass s kx ky := by
    unfold Model.mass
    rw [Real.sin_neg]
    ring
  -- sublattice exchange preserves τx and reverses τz
  have hxx : tauX * tauX = 1 := by
    ext i j
    fin_cases i <;> fin_cases j <;> simp [tauX]
  have hxzx : tauX * tauZ * tauX = -tauZ := by
    ext i j
    fin_cases i <;> fin_cases j <;> simp [tauX, tauZ]
  constructor
  · unfold Model.hamiltonian
    rw [he, hg, hm]
    simp only [Matrix.mul_add, Matrix.add_mul, Matrix.mul_smul, Matrix.smul_mul,
      Matrix.mul_one, Matrix.one_mul, hxx, hxzx, Complex.ofReal_neg, neg_smul, smul_neg]
  · unfold Model.upperBand
    rw [he, hg, hm, neg_sq]

end

end SquareLatticeAltermagnet
```

```lean
#print axioms SquareLatticeAltermagnet.upperBand_lt_iff
#print axioms SquareLatticeAltermagnet.nodal_lines
#print axioms SquareLatticeAltermagnet.degenerate_everywhere_iff
#print axioms SquareLatticeAltermagnet.quarter_turn_spin_flip
```

```
'SquareLatticeAltermagnet.upperBand_lt_iff' depends on axioms: [propext, Classical.choice, Quot.sound]
'SquareLatticeAltermagnet.nodal_lines' depends on axioms: [propext, Classical.choice, Quot.sound]
'SquareLatticeAltermagnet.degenerate_everywhere_iff' depends on axioms: [propext, Classical.choice, Quot.sound]
'SquareLatticeAltermagnet.quarter_turn_spin_flip' depends on axioms: [propext, Classical.choice, Quot.sound]
```

## Greatest eigenvalues of the two spins

For spin $s=\pm1$ and wave vector $(k_x,k_y)$, the Hamiltonian is

$$H_s=e\,1+g\,\tau_x+m_s\tau_z,\qquad m_s=sJ-4d\sin k_x\sin k_y .$$

Here $e$ and $g$ are real functions of the wave vector, and $\tau_x,\tau_z$ are Pauli matrices acting on the two sublattices. In the code, a `Model` holds $e$, $g$, $J$ and $d$; `mass` is $m_s$, and `hamiltonian` is the complex $2\times2$ matrix $H_s$.

The set `energies` contains the real numbers $E$ for which $H_sv=Ev$ has a nonzero solution $v$. Since $H_s$ is Hermitian, restricting $E$ to real numbers loses no eigenvalue.

The main theorem, `altermagnetic_splitting`, takes any numbers `Eup` and `Edown` that are the greatest energies for $s=1$ and $s=-1$ at the same wave vector. Writing them as $E_\uparrow$ and $E_\downarrow$, it states that if $Jd\neq0$, then

$$E_\uparrow=E_\downarrow\iff\sin k_x\sin k_y=0,$$

$$(E_\uparrow-e)^2-(E_\downarrow-e)^2=-16Jd\sin k_x\sin k_y .$$

The statement refers to eigenvalues, so a reader need not trust a band formula to understand it. The formula `upperBand` enters only in the proof and in the companion theorems.

## Exchange field and anisotropic hopping

The term $sJ\tau_z$ describes collinear antiferromagnetic order: an electron of given spin sees opposite exchange potentials on the two sublattices. The other part of $m_s$ comes from hopping within each sublattice, because

$$-4d\sin k_x\sin k_y=2d\,[\cos(k_x+k_y)-\cos(k_x-k_y)] .$$

This term thus contributes hopping amplitudes of opposite signs along the two diagonals, and $\tau_z$ interchanges these signs between the sublattices. Any diagonal hopping common to both sublattices and both directions belongs to $e$. The condition $Jd\neq0$ says that both the magnetic order and this anisotropy are present.

Spin is a conserved label, and the model contains no spin-orbit coupling. The field $J$ is a given number and is not determined self-consistently. The functions $e$ and $g$ are arbitrary, and not even periodicity is required of them. A `Model` therefore need not be an altermagnet: that also requires a crystal symmetry relating the two opposite-spin sublattices, such as the quarter turn treated below. The second formula fixes a difference of squares; the energy splitting itself also depends on $g$.

If $Jd\neq0$ is dropped, the equivalence fails. Take $e=g=0$, $J=1$, $d=0$ and the wave vector $(\pi/2,\pi/2)$. Then $m_{\pm1}=\pm1$ and both greatest energies equal $1$, although $\sin k_x\sin k_y=1$. The theorem `degenerate_everywhere_iff` gives the general statement: the upper bands coincide at every wave vector exactly when $Jd=0$.

## From the determinant to the splitting

**The energies.** A number $E$ is an energy exactly when $H_s-E$ has a nonzero kernel vector, that is, when its determinant vanishes:

$$\det\begin{pmatrix}e+m_s-E&g\\ g&e-m_s-E\end{pmatrix}=(E-e)^2-g^2-m_s^2=0 .$$

This is `mem_energies_iff`. Its step `hdet` computes the determinant, and `Matrix.exists_mulVec_eq_zero_iff` links a vanishing determinant to a nonzero kernel vector.

**The upper band.** Every energy satisfies $E-e\le|E-e|=\sqrt{g^2+m_s^2}$, and $e+\sqrt{g^2+m_s^2}$ itself solves the equation. It is therefore the greatest energy. The two parts of `upperBand_isGreatest` prove membership and the upper bound in this way. If $g=m_s=0$, the only energy is $e$, and the formula still holds.

**The two spins.** Put $D=4d\sin k_x\sin k_y$, so that $m_{1}=J-D$ and $m_{-1}=-J-D$. Then

$$m_{1}^2-m_{-1}^2=(J-D)^2-(J+D)^2=-4JD=-16Jd\sin k_x\sin k_y .$$

Since $(E_\uparrow-e)^2=g^2+m_1^2$ and $(E_\downarrow-e)^2=g^2+m_{-1}^2$, subtraction removes $g^2$ and gives the stated difference of squares. The Lean proof likewise applies `mem_energies_iff` twice and finishes with `ring`.

For the equivalence, $e$ cancels from $E_\uparrow=E_\downarrow$. Square roots of nonnegative numbers are equal exactly when the numbers are, so the condition becomes $m_1^2=m_{-1}^2$, or $Jd\sin k_x\sin k_y=0$. This is `upperBand_eq_iff`, where the factors in `linear_combination` account for the $-16$. The main theorem identifies `Eup` and `Edown` with the formula, because a greatest element is unique, and then uses $Jd\neq0$ to remove the factor $Jd$.

**Sign and nodal lines.** The square root is strictly increasing, so the band of spin $1$ lies below that of spin $-1$ exactly where $Jd\sin k_x\sin k_y>0$; this is `upperBand_lt_iff`. The sine vanishes precisely at integer multiples of $\pi$, which turns the degeneracy condition into the lines of `nodal_lines`.

**The quarter turn.** Under $(k_x,k_y)\mapsto(-k_y,k_x)$, the product of sines changes sign. Reversing the spin as well gives

$$m_{-s}(-k_y,k_x)=-sJ+4d\sin k_x\sin k_y=-m_s(k_x,k_y).$$

Sublattice exchange has the same effect, since $\tau_x\tau_x\tau_x=\tau_x$ and $\tau_x\tau_z\tau_x=-\tau_z$. If $e$ and $g$ take equal values at the two wave vectors, it follows that

$$H_{-s}(-k_y,k_x)=\tau_xH_s(k_x,k_y)\tau_x .$$

The upper band of spin $-s$ at the rotated wave vector therefore equals that of spin $s$ at the original one. In `quarter_turn_spin_flip`, the step `hm` is the sign change of $m_s$, while `hxx` and `hxzx` supply the Pauli-matrix identities. The equality of the bands follows there from the closed formula, in which $m_s$ appears only squared.
